# Two Lorentzian hole profiles overlap to give an emission line whose width is the sum of theirs

An X-ray emission line has full width $\Gamma_i+\Gamma_f$ when the initial-hole and final-hole levels are Lorentzians of full widths $\Gamma_i$ and $\Gamma_f$ and the line is their overlap at fixed energy difference. In $K\alpha$ emission, for instance, a $1s$ hole becomes a $2p$ hole, and both holes are short-lived. I know the rule, and I know that it comes from the convolution of two Lorentzians, but I have only seen the integral quoted. Can someone do it with every step shown, including any special cases, and give a proof that a machine has checked?

## The convolution by partial fractions

For half widths $a,b>0$ and every real $y$,

$$\int_{-\infty}^{\infty} L_a(x)\,L_b(y-x)\,dx = L_{a+b}(y),\qquad L_a(x)=\frac{a/\pi}{x^2+a^2}.$$

The profile $L_a$ has unit area, because $\frac1\pi\arctan(x/a)$ is an antiderivative and rises from $-\frac12$ to $\frac12$. It is highest at $x=0$. It has half that height when $x^2+a^2=2a^2$, that is, when $|x|=a$, so its full width at half maximum is $2a$.

For the convolution, set

$$S=y^2+(a+b)^2,\qquad D=y^2+(a-b)^2.$$

If $D\neq0$, partial fractions give

$$\frac{SD}{(x^2+a^2)\,((x-y)^2+b^2)}=\frac{2yx+(y^2+b^2-a^2)}{x^2+a^2}+\frac{-2y(x-y)+(y^2+a^2-b^2)}{(x-y)^2+b^2}.$$

To check this, multiply out: the coefficients of $x^3$, $x^2$ and $x$ on the right cancel, and the constant term is $(y^2+a^2+b^2)^2-4a^2b^2=SD$. With

$$k=\frac{ab}{\pi^2SD},\qquad p=\frac{y^2+b^2-a^2}{a},\qquad q=\frac{y^2+a^2-b^2}{b},$$

an antiderivative of $L_a(x)L_b(y-x)$ is therefore

$$k\left[y\ln\frac{x^2+a^2}{(x-y)^2+b^2}+p\arctan\frac xa+q\arctan\frac{x-y}{b}\right].$$

At both ends of the axis the ratio inside the logarithm tends to $1$, so the logarithm contributes nothing. Each arctangent rises by $\pi$. The integral is thus $k\pi(p+q)$, where

$$p+q=\frac{(a+b)y^2+a^3+b^3-ab(a+b)}{ab}=\frac{(a+b)D}{ab}.$$

The factor $D$ cancels, leaving $\dfrac{a+b}{\pi S}=L_{a+b}(y)$.

If $D=0$, then $y=0$ and $a=b$, and the decomposition fails because the two quadratic factors coincide. The integrand is then $\dfrac{a^2}{\pi^2(x^2+a^2)^2}$, with antiderivative

$$\frac1{\pi^2}\left[\frac{x}{2(x^2+a^2)}+\frac1{2a}\arctan\frac xa\right].$$

The rational term vanishes at both ends, and the arctangent gives $\dfrac1{2\pi a}=L_{2a}(0)$, as required.

### From the convolution to the photon energy

Let the initial-hole level be centred at $E_i$ and the final-hole level at $E_f$. These are energies of the system with the hole present, not orbital energies, so the $1s$ hole lies above the $2p$ hole. A photon of energy $\omega$ connects energy $E$ in the first profile to $E-\omega$ in the second, so the line is

$$I(\omega)=\int L_{\Gamma_i/2}(E-E_i)\,L_{\Gamma_f/2}(E-\omega-E_f)\,dE.$$

Put $x=E-E_i$ and $y=\omega-(E_i-E_f)$. The second argument becomes $x-y$, and since $L$ is even it may be replaced by $y-x$. The convolution formula then gives

$$I(\omega)=L_{(\Gamma_i+\Gamma_f)/2}\bigl(\omega-(E_i-E_f)\bigr).$$

This is a Lorentzian centred at $E_i-E_f$ with full width $\Gamma_i+\Gamma_f$.

### The Lean file

```lean
import Mathlib

open Real MeasureTheory Filter Topology

namespace XrayEmissionWidth

noncomputable section

/-- The Lorentzian profile of half width `a` at detuning `x`, for `a > 0`. -/
def lorentzian (a x : ℝ) : ℝ := (a / π) / (x ^ 2 + a ^ 2)

/-- The emission intensity at photon energy `ω`: the overlap of an initial-hole level at `Ei` and a
final-hole level at `Ef`, with positive full widths `Γi` and `Γf`, whose energies differ by `ω`. -/
def emissionLine (Γi Γf Ei Ef ω : ℝ) : ℝ :=
  ∫ E, lorentzian (Γi / 2) (E - Ei) * lorentzian (Γf / 2) (E - ω - Ef)

/-- For `c > 0` the function `arctan ((x - s) / c)` has derivative `c / ((x - s)² + c²)` and tends
to `π / 2` and `-π / 2` at the two ends of the energy axis. -/
theorem arctan_primitive {c : ℝ} (hc : 0 < c) (s : ℝ) :
    (∀ x, HasDerivAt (fun x => arctan ((x - s) / c)) (c / ((x - s) ^ 2 + c ^ 2)) x) ∧
    Tendsto (fun x => arctan ((x - s) / c)) atTop (𝓝 (π / 2)) ∧
    Tendsto (fun x => arctan ((x - s) / c)) atBot (𝓝 (-(π / 2))) := by
  refine ⟨fun x => ?_, ?_, ?_⟩
  · have h := (((hasDerivAt_id' x).sub_const s).div_const c).arctan
    refine h.congr_deriv ?_
    have h1 : 1 + ((x - s) / c) ^ 2 = ((x - s) ^ 2 + c ^ 2) / c ^ 2 := by
      rw [div_pow, add_div, div_self (pow_ne_zero 2 hc.ne'), add_comm]
    have h2 : (x - s) ^ 2 + c ^ 2 ≠ 0 := by positivity
    rw [h1]
    field_simp
  · have h : Tendsto (fun x : ℝ => x - s) atTop atTop := by
      simpa only [sub_eq_add_neg, id] using tendsto_atTop_add_const_right atTop (-s) tendsto_id
    exact (tendsto_arctan_atTop.mono_right nhdsWithin_le_nhds).comp (h.atTop_div_const hc)
  · have h : Tendsto (fun x : ℝ => x - s) atBot atBot := by
      simpa only [sub_eq_add_neg, id] using tendsto_atBot_add_const_right atBot (-s) tendsto_id
    exact (tendsto_arctan_atBot.mono_right nhdsWithin_le_nhds).comp (h.atBot_div_const hc)

/-- A Lorentzian of half width `a > 0` is integrable and has unit area. -/
theorem lorentzian_area {a : ℝ} (ha : 0 < a) :
    Integrable (lorentzian a) ∧ ∫ x, lorentzian a x = 1 := by
  have hint : Integrable (lorentzian a) := by
    have h := (integrable_inv_one_add_sq.comp_div ha.ne').const_mul (1 / (π * a))
    convert h using 1
    ext x
    have h1 : 1 + (x / a) ^ 2 = (x ^ 2 + a ^ 2) / a ^ 2 := by
      rw [div_pow, add_div, div_self (pow_ne_zero 2 ha.ne'), add_comm]
    have h2 : x ^ 2 + a ^ 2 ≠ 0 := by positivity
    rw [h1, lorentzian]
    field_simp
  obtain ⟨hd, ht, hb⟩ := arctan_primitive ha 0
  refine ⟨hint, ?_⟩
  rw [integral_of_hasDerivAt_of_tendsto (fun x => ((hd x).div_const π).congr_deriv
    (by rw [lorentzian, sub_zero, div_right_comm])) hint (hb.div_const π) (ht.div_const π)]
  field_simp
  ring

/-- A Lorentzian of half width `a > 0` is nowhere higher than at its centre. -/
theorem lorentzian_le_peak {a : ℝ} (ha : 0 < a) (x : ℝ) : lorentzian a x ≤ lorentzian a 0 := by
  unfold lorentzian
  exact div_le_div_of_nonneg_left (by positivity) (by positivity) (by nlinarith [sq_nonneg x])

/-- A Lorentzian with `a > 0` has half its central height exactly at distance `a` from
the centre. -/
theorem lorentzian_half_max {a : ℝ} (ha : 0 < a) (x : ℝ) :
    lorentzian a x = lorentzian a 0 / 2 ↔ |x| = a := by
  have h0 : lorentzian a 0 / 2 = (a / π) / (a ^ 2 + a ^ 2) := by
    rw [lorentzian, div_div]
    congr 1
    ring
  have hp : a / π ≠ 0 := by positivity
  rw [h0, lorentzian, div_eq_div_iff (by positivity) (by positivity), mul_right_inj' hp]
  constructor
  · intro h
    rw [← abs_of_pos ha]
    exact (sq_eq_sq_iff_abs_eq_abs _ _).1 (by linarith)
  · intro h
    rw [← sq_abs x, h]

/-- For positive half widths the integrand of the convolution of two Lorentzians is integrable. -/
theorem lorentzian_mul_integrable {a b : ℝ} (ha : 0 < a) (hb : 0 < b) (y : ℝ) :
    Integrable (fun x => lorentzian a x * lorentzian b (y - x)) := by
  have hc : ∀ {c : ℝ}, 0 < c → Continuous (lorentzian c) := fun {c} h =>
    Continuous.div continuous_const (by fun_prop) (fun x => by positivity)
  refine ((lorentzian_area ha).1.mul_const (lorentzian b 0)).mono'
    ((hc ha).mul ((hc hb).comp (by fun_prop))).aestronglyMeasurable (.of_forall fun x => ?_)
  have h1 : 0 ≤ lorentzian a x := by unfold lorentzian; positivity
  have h2 : 0 ≤ lorentzian b (y - x) := by unfold lorentzian; positivity
  rw [Real.norm_of_nonneg (mul_nonneg h1 h2)]
  exact mul_le_mul_of_nonneg_left (lorentzian_le_peak hb _) h1

/-- For `a, b > 0`, in any limit where `1 / x` tends to zero through nonzero `x`, the logarithms
of the two Lorentzian denominators cancel and `x / (x² + a²)` vanishes. -/
theorem tails_vanish {a b : ℝ} (ha : 0 < a) (hb : 0 < b) (y : ℝ) {l : Filter ℝ}
    (hl : Tendsto (fun x : ℝ => x⁻¹) l (𝓝 0)) (hne : ∀ᶠ x in l, x ≠ 0) :
    Tendsto (fun x => log ((x - 0) ^ 2 + a ^ 2) - log ((x - y) ^ 2 + b ^ 2)) l (𝓝 0) ∧
    Tendsto (fun x => (x - 0) / ((x - 0) ^ 2 + a ^ 2)) l (𝓝 0) := by
  constructor
  · have hc : ContinuousAt (fun t : ℝ =>
        log (1 + (a * t) ^ 2) - log ((1 - y * t) ^ 2 + (b * t) ^ 2)) 0 :=
      ContinuousAt.sub (ContinuousAt.log (by fun_prop) (by norm_num))
        (ContinuousAt.log (by fun_prop) (by norm_num))
    have h := hc.tendsto.comp hl
    simp only [mul_zero, sub_zero, ne_eq, OfNat.ofNat_ne_zero, not_false_eq_true, zero_pow,
      add_zero, one_pow, log_one] at h
    refine h.congr' (hne.mono fun x hx => ?_)
    have e1 : 1 + (a * x⁻¹) ^ 2 = (x ^ 2 + a ^ 2) / x ^ 2 := by field_simp
    have e2 : (1 - y * x⁻¹) ^ 2 + (b * x⁻¹) ^ 2 = ((x - y) ^ 2 + b ^ 2) / x ^ 2 := by field_simp
    simp only [Function.comp_apply, sub_zero]
    rw [e1, e2, log_div (by positivity) (by positivity), log_div (by positivity) (by positivity)]
    ring
  · have hc : ContinuousAt (fun t : ℝ => t / (1 + (a * t) ^ 2)) 0 :=
      ContinuousAt.div (by fun_prop) (by fun_prop) (by norm_num)
    have h := hc.tendsto.comp hl
    simp only [zero_div] at h
    refine h.congr' (hne.mono fun x hx => ?_)
    have h2 : x ^ 2 + a ^ 2 ≠ 0 := by positivity
    have e1 : 1 + (a * x⁻¹) ^ 2 = (x ^ 2 + a ^ 2) / x ^ 2 := by field_simp
    simp only [Function.comp_apply, sub_zero]
    rw [e1]
    field_simp

/-- The convolution of two Lorentzians of half widths `a, b > 0` is the Lorentzian of half width
`a + b`. -/
theorem lorentzian_convolution {a b : ℝ} (ha : 0 < a) (hb : 0 < b) (y : ℝ) :
    ∫ x, lorentzian a x * lorentzian b (y - x) = lorentzian (a + b) y := by
  have hsq : ∀ s c x : ℝ, HasDerivAt (fun x => (x - s) ^ 2 + c ^ 2) (2 * (x - s)) x :=
    fun s c x => ((((hasDerivAt_id' x).sub_const s).fun_pow 2).add_const (c ^ 2)).congr_deriv
      (by simp)
  obtain ⟨da, ta, ba⟩ := arctan_primitive ha 0
  obtain ⟨db, tb, bb⟩ := arctan_primitive hb y
  obtain ⟨lt, rt⟩ := tails_vanish ha hb y tendsto_inv_atTop_zero (eventually_ne_atTop 0)
  obtain ⟨lb, rb⟩ := tails_vanish ha hb y tendsto_inv_atBot_zero (eventually_ne_atBot 0)
  by_cases hD : y ^ 2 + (a - b) ^ 2 = 0
  · -- equal widths at the line centre: a rational term and one arctangent
    have hy : y = 0 := pow_eq_zero_iff two_ne_zero |>.1
      (by nlinarith [sq_nonneg y, sq_nonneg (a - b)])
    have hab : a - b = 0 := pow_eq_zero_iff two_ne_zero |>.1
      (by nlinarith [sq_nonneg y, sq_nonneg (a - b)])
    have hba : b = a := by linarith
    rw [hy, hba]
    rw [integral_of_hasDerivAt_of_tendsto (fun x =>
      ((((((hasDerivAt_id' x).sub_const 0).fun_div (hsq 0 a x) (by positivity)).div_const 2).fun_add
        ((da x).div_const (2 * a))).const_mul (1 / π ^ 2)).congr_deriv ?_)
      (lorentzian_mul_integrable ha ha 0)
      (((rb.div_const 2).add (ba.div_const (2 * a))).const_mul (1 / π ^ 2))
      (((rt.div_const 2).add (ta.div_const (2 * a))).const_mul (1 / π ^ 2))]
    · unfold lorentzian
      field_simp
      ring
    · have h2 : x ^ 2 + a ^ 2 ≠ 0 := by positivity
      simp only [lorentzian, sub_zero, zero_sub, neg_sq]
      field_simp
      ring
  · -- otherwise partial fractions give logarithms and arctangents
    have hS : y ^ 2 + (a + b) ^ 2 ≠ 0 := by positivity
    let k := a * b / (π ^ 2 * ((y ^ 2 + (a + b) ^ 2) * (y ^ 2 + (a - b) ^ 2)))
    let p := (y ^ 2 + b ^ 2 - a ^ 2) / a
    let q := (y ^ 2 + a ^ 2 - b ^ 2) / b
    have hderiv : ∀ x, HasDerivAt (fun x => k * (y * (log ((x - 0) ^ 2 + a ^ 2)
        - log ((x - y) ^ 2 + b ^ 2)) + p * arctan ((x - 0) / a) + q * arctan ((x - y) / b)))
        (lorentzian a x * lorentzian b (y - x)) x := by
      intro x
      have h1 : x ^ 2 + a ^ 2 ≠ 0 := by positivity
      have h2 : (x - y) ^ 2 + b ^ 2 ≠ 0 := by positivity
      refine ((((((hsq 0 a x).log (by positivity)).fun_sub
        ((hsq y b x).log h2)).const_mul y).fun_add ((da x).const_mul p)).fun_add
        ((db x).const_mul q)).const_mul k |>.congr_deriv ?_
      have h3 : (y - x) ^ 2 = (x - y) ^ 2 := by ring
      simp only [lorentzian, sub_zero, h3, k, p, q]
      field_simp
      ring
    rw [integral_of_hasDerivAt_of_tendsto hderiv (lorentzian_mul_integrable ha hb y)
      ((((lb.const_mul y).add (ba.const_mul p)).add (bb.const_mul q)).const_mul k)
      ((((lt.const_mul y).add (ta.const_mul p)).add (tb.const_mul q)).const_mul k)]
    simp only [lorentzian, k, p, q]
    field_simp
    ring

/-- For positive hole widths the emission line is a Lorentzian centred at `Ei - Ef` whose full
width is the sum `Γi + Γf`. -/
theorem emissionLine_eq {Γi Γf : ℝ} (hi : 0 < Γi) (hf : 0 < Γf) (Ei Ef ω : ℝ) :
    emissionLine Γi Γf Ei Ef ω = lorentzian ((Γi + Γf) / 2) (ω - (Ei - Ef)) := by
  rw [add_div, ← lorentzian_convolution (half_pos hi) (half_pos hf)]
  -- measure the energy from the initial-hole level
  have h := integral_sub_right_eq_self (μ := volume) (fun x =>
    lorentzian (Γi / 2) x * lorentzian (Γf / 2) (ω - (Ei - Ef) - x)) Ei
  refine Eq.trans ?_ h
  refine integral_congr_ae (.of_forall fun E => ?_)
  have e : (E - ω - Ef) ^ 2 = (ω - (Ei - Ef) - (E - Ei)) ^ 2 := by ring
  simp only [lorentzian, e]

/-- For positive hole widths the emission line has half its height at `Ei - Ef` exactly at the
photon energies a distance `(Γi + Γf) / 2` away. -/
theorem emissionLine_half_max {Γi Γf : ℝ} (hi : 0 < Γi) (hf : 0 < Γf) (Ei Ef ω : ℝ) :
    emissionLine Γi Γf Ei Ef ω = emissionLine Γi Γf Ei Ef (Ei - Ef) / 2 ↔
      |ω - (Ei - Ef)| = (Γi + Γf) / 2 := by
  rw [emissionLine_eq hi hf, emissionLine_eq hi hf, sub_self]
  exact lorentzian_half_max (by positivity) _

end

end XrayEmissionWidth
```

```lean
#print axioms XrayEmissionWidth.emissionLine_eq
#print axioms XrayEmissionWidth.emissionLine_half_max
```

```
'XrayEmissionWidth.emissionLine_eq' depends on axioms: [propext, Classical.choice, Quot.sound]
'XrayEmissionWidth.emissionLine_half_max' depends on axioms: [propext, Classical.choice, Quot.sound]
```

### What the theorems say about the line

`lorentzian a x` is $L_a(x)$, with `a` the half width at half maximum. `emissionLine Γi Γf Ei Ef ω` is $I(\omega)$ and takes full widths, which is why its definition contains `Γi / 2` and `Γf / 2`. All arguments are real numbers, to be read as energies in one common unit, and the profiles then have the inverse unit; `ω` is the photon energy itself.

- `lorentzian_convolution` is the convolution formula for all `a, b > 0` and every real `y`, including the case $D=0$.
- `emissionLine_eq` identifies the whole line shape, for positive `Γi` and `Γf`.
- `emissionLine_half_max` says that the intensity equals half its value at $E_i-E_f$ if and only if $|\omega-(E_i-E_f)|=(\Gamma_i+\Gamma_f)/2$. There are thus exactly two half-height points, a distance $\Gamma_i+\Gamma_f$ apart.

Lean's integral is taken over the whole real line and returns zero for a function that is not integrable. `lorentzian_mul_integrable` shows that the convolution integrand is integrable, so this convention plays no part in the result.

The physics enters through the definitions. A Lorentzian level stands for a hole state that decays exponentially, with $\Gamma$ equal to $\hbar$ divided by its lifetime. The overlap integral assumes that the two broadenings combine independently and that the transition strength is constant across the line. Multiplet splitting, satellites, interference between decay paths, the frequency-dependent prefactor of the emission rate and instrumental broadening are all left out. Nothing requires $E_i>E_f$, although emission does.

### How Lean carries out the integral

`arctan_primitive` supplies the derivative of $\arctan((x-s)/c)$ and its limits $\pm\pi/2$. `lorentzian_area` uses it with $s=0$ to obtain the unit area, after deriving integrability from that of $1/(1+x^2)$ by rescaling. `lorentzian_le_peak` and `lorentzian_half_max` establish the maximum and the half-height points.

For integrability of the product, `lorentzian_mul_integrable` bounds $L_a(x)L_b(y-x)$ by $L_b(0)\,L_a(x)$, which is a constant times an integrable function.

`tails_vanish` handles the behaviour at infinity. It substitutes $t=1/x$, which turns the difference of logarithms into

$$\ln\bigl(1+(at)^2\bigr)-\ln\bigl((1-yt)^2+(bt)^2\bigr).$$

This is continuous at $t=0$ and vanishes there. The same substitution deals with $x/(x^2+a^2)$. Because the lemma is stated for any limit in which $1/x\to0$ through nonzero $x$, it covers both ends of the axis.

`lorentzian_convolution` splits on whether $D=0$. In each branch `integral_of_hasDerivAt_of_tendsto` evaluates the integral as the difference between the limits of the antiderivative. The `k`, `p` and `q` of the second branch are those defined above, and `hderiv` states that the antiderivative given there has the integrand as its derivative. `field_simp` clears the denominators and `ring` checks the remaining polynomial identities, including the cancellation of $D$.

`emissionLine_eq` shifts the integration variable by `Ei` with `integral_sub_right_eq_self` and uses the evenness of the Lorentzian. `emissionLine_half_max` then applies `lorentzian_half_max` to the resulting profile.

### Broadening a computed transition

When a simulated emission spectrum is built from separate transitions with purely Lorentzian lifetime broadening, each one can be drawn directly with the summed width, and no numerical convolution is needed. The profile below has unit area, so it must be multiplied by the intensity of the transition before the lines are added:

```python
hwhm = (gamma_i + gamma_f) / 2
line = (hwhm / np.pi) / ((omega - (E_i - E_f))**2 + hwhm**2)
```

With $\Gamma_i=1.0$ eV and $\Gamma_f=0.6$ eV, the line has full width $1.6$ eV and `hwhm` is $0.8$ eV. It is worth checking whether a plotting routine expects the full or the half width, since confusing them changes the line width by a factor of two.

If the convolution is done numerically after all, the slow tails matter: the area of $L_a$ beyond $|x|=R$ is approximately $2a/(\pi R)$ for $R\gg a$, so a narrow energy window visibly loses intensity.
